# Fixing the phases of the states turns a Hermitian matrix into a real symmetric one with no lower ground energy

The ground energy is defined here variationally, as the infimum of the energy over normalized states, and not as an eigenvalue. The energy is the real part of the expectation value. One definition then serves both the complex Hamiltonian and the real matrix derived from it, with complex states for the first and real amplitudes for the second.

The configuration space `n` is finite, and `𝕜` stands for the real or the complex numbers.

```lean
import Mathlib

open Matrix

namespace FixedPhaseBound

noncomputable section

variable {n : Type*} [Fintype n] {𝕜 : Type*} [RCLike 𝕜]
```

For a matrix A and a state ψ, the expectation value is

⟨A⟩_ψ = Σ_x Σ_y ψ(x)* A(x,y) ψ(y).

```lean
/-- The expectation value `∑ ψ*(x) A(x,y) ψ(y)` of a matrix in a real or complex state. -/
def expectation (A : Matrix n n 𝕜) (ψ : n → 𝕜) : 𝕜 :=
  ∑ x, ∑ y, star (ψ x) * A x y * ψ y
```

The energy is E_A(ψ) = Re ⟨A⟩_ψ.

```lean
/-- The energy of a state: the real part of the expectation value. -/
def energy (A : Matrix n n 𝕜) (ψ : n → 𝕜) : ℝ := RCLike.re (expectation A ψ)
```

A state is normalized if Σ_x |ψ(x)|² = 1.

```lean
/-- The total probability of the state is one. -/
def IsNormalized (ψ : n → 𝕜) : Prop := ∑ x, ‖ψ x‖ ^ 2 = 1
```

The ground energy E₀(A) is the infimum of E_A(ψ) over normalized ψ. It equals the infimum of the Rayleigh quotient over nonzero states, since rescaling a state leaves that quotient unchanged.

```lean
/-- The ground energy: the infimum of the energy over normalized states. -/
def groundEnergy (A : Matrix n n 𝕜) : ℝ := sInf (energy A '' {ψ | IsNormalized ψ})
```

A ground state is a normalized state whose energy is E₀(A).

```lean
/-- A ground state is a normalized state whose energy is the ground energy. -/
def IsGroundState (A : Matrix n n 𝕜) (ψ : n → 𝕜) : Prop :=
  IsNormalized ψ ∧ energy A ψ = groundEnergy A
```

Let θ_x be a real phase for each configuration x. A real amplitude f, which may take either sign, becomes a complex state when the phases are attached:

(e^{iθ}f)(x) = e^{iθ_x} f(x).

```lean
/-- The state with real amplitude `f` and prescribed phases `θ`. -/
def dress (θ : n → ℝ) (f : n → ℝ) : n → ℂ :=
  fun x => Complex.exp (θ x * Complex.I) * (f x : ℂ)
```

The fixed-phase Hamiltonian of a complex matrix H is the real matrix

K(x,y) = Re( e^{−iθ_x} H(x,y) e^{iθ_y} ).

```lean
/-- The fixed-phase Hamiltonian `K(x,y) = Re (exp(-iθ_x) H(x,y) exp(iθ_y))`. -/
def fixedPhase (H : Matrix n n ℂ) (θ : n → ℝ) : Matrix n n ℝ :=
  Matrix.of fun x y =>
    (Complex.exp (-(θ x * Complex.I)) * H x y * Complex.exp (θ y * Complex.I)).re
```

In fixed-phase Monte Carlo the phases come from a trial function and the nonnegative modulus is left to be found. The parts below treat a finite matrix H and a weaker restriction, in which the real amplitude may also change sign, and say what it does to the exact ground energy. They do not treat sampling, statistical error or continuous space. K can also have positive off-diagonal entries, so a sign problem may remain.

## (a) Expectation values of a Hermitian matrix

Show that taking the real part discards nothing when A is Hermitian:

(⟨A⟩_ψ)* = ⟨A⟩_ψ.

**Solution.** Conjugate each term, use A(x,y)* = A(y,x), and then exchange the names x and y:

(⟨A⟩_ψ)* = Σ_x Σ_y ψ(y)* A(x,y)* ψ(x)
= Σ_x Σ_y ψ(y)* A(y,x) ψ(x)
= ⟨A⟩_ψ.

In Lean, `Finset.sum_comm` exchanges the summations and `hA.apply x y` supplies Hermiticity.

```lean
/-- The expectation value of a Hermitian matrix equals its own complex conjugate. -/
theorem star_expectation {A : Matrix n n 𝕜} (hA : A.IsHermitian) (ψ : n → 𝕜) :
    star (expectation A ψ) = expectation A ψ := by
  unfold expectation
  simp_rw [star_sum]
  rw [Finset.sum_comm]
  refine Finset.sum_congr rfl fun x _ => Finset.sum_congr rfl fun y _ => ?_
  rw [star_mul, star_mul, star_star, hA.apply x y, mul_assoc]
```

## (b) A state that attains the infimum

Let the configuration space be nonempty. Show that some normalized ψ₀ satisfies

E_A(ψ₀) = E₀(A), and E₀(A) ≤ E_A(ψ) for every normalized ψ.

**Solution.** The set of normalized states is closed, because Σ_x |ψ(x)|² is continuous in ψ. It is bounded, because each |ψ(x)|² is at most the whole sum, which is 1. In finite dimension it is therefore compact. It is nonempty, since it contains the state concentrated on a single configuration. The energy is a finite sum of products of components, hence continuous, and a continuous real function on a nonempty compact set attains its minimum.

The Lean facts `hclosed`, `hbdd`, `hne` and `hcont` are these four observations.

```lean
/-- The ground energy is attained: it is the least energy of a normalized state. -/
theorem groundEnergy_isLeast [Nonempty n] (A : Matrix n n 𝕜) :
    IsLeast (energy A '' {ψ | IsNormalized ψ}) (groundEnergy A) := by
  classical

  -- the unit sphere of states is closed and bounded, hence compact
  have hclosed : IsClosed {ψ : n → 𝕜 | IsNormalized ψ} := by
    unfold IsNormalized
    exact isClosed_eq (by fun_prop) continuous_const
  have hbdd : Bornology.IsBounded {ψ : n → 𝕜 | IsNormalized ψ} := by
    refine (Metric.isBounded_closedBall (x := (0 : n → 𝕜)) (r := 1)).subset ?_
    intro ψ hψ
    have hψ' : ∑ x, ‖ψ x‖ ^ 2 = 1 := hψ
    rw [mem_closedBall_zero_iff, pi_norm_le_iff_of_nonneg zero_le_one]
    intro x
    have h := Finset.single_le_sum (f := fun x => ‖ψ x‖ ^ 2)
      (fun i _ => sq_nonneg _) (Finset.mem_univ x)
    have h' : ‖ψ x‖ ^ 2 ≤ 1 := hψ' ▸ h
    nlinarith [norm_nonneg (ψ x)]
  have hcomp := Metric.isCompact_of_isClosed_isBounded hclosed hbdd
  have hne : {ψ : n → 𝕜 | IsNormalized ψ}.Nonempty := by
    obtain ⟨x₀⟩ := ‹Nonempty n›
    refine ⟨fun x => if x = x₀ then 1 else 0, ?_⟩
    change ∑ x, ‖(if x = x₀ then (1 : 𝕜) else 0)‖ ^ 2 = 1
    rw [Finset.sum_eq_single x₀] <;> simp +contextual
  have hcont : Continuous (energy A) := by
    unfold energy expectation
    exact RCLike.continuous_re.comp (by fun_prop)
  exact (hcomp.image hcont).isLeast_sInf (hne.image _)
```

Parts (f) to (i) rest on the last line, `isLeast_sInf`. For a nonempty compact set of real numbers, it says that the infimum is the least element. The resulting `IsLeast` statement is a pair. Its first component, `.1`, says that the ground energy belongs to the set of energies, so a minimizing state can be extracted from it. Its second component, `.2`, says that the ground energy is less than or equal to every energy in the set, which is the variational principle. It also shows that the set is nonempty and bounded below, so `sInf` is a true infimum here. On sets of reals that are empty or unbounded below, Lean assigns it the value 0.

## (c) Symmetry of the fixed-phase Hamiltonian

For Hermitian H, show that

K(y,x) = K(x,y).

**Solution.** Write z(x,y) = e^{−iθ_x} H(x,y) e^{iθ_y}, so that K(x,y) = Re z(x,y). Then

z(x,y)* = e^{iθ_x} H(x,y)* e^{−iθ_y}
= e^{−iθ_y} H(y,x) e^{iθ_x}
= z(y,x).

Complex conjugates have equal real parts, which proves the claim.

The Lean proof calls the two configurations `i` and `j`, in place of x and y. Its statement `key` is the conjugation identity.

```lean
omit [Fintype n] in
/-- For Hermitian `H` the fixed-phase Hamiltonian is a symmetric real matrix. -/
theorem fixedPhase_isSymm {H : Matrix n n ℂ} (hH : H.IsHermitian) (θ : n → ℝ) :
    (fixedPhase H θ).IsSymm := by
  refine Matrix.IsSymm.ext fun i j => ?_
  have hh : (starRingEnd ℂ) (H i j) = H j i := hH.apply j i
  -- the two entries are real parts of complex conjugate numbers
  have key : Complex.exp (-(θ j * Complex.I)) * H j i * Complex.exp (θ i * Complex.I)
      = (starRingEnd ℂ) (Complex.exp (-(θ i * Complex.I)) * H i j
          * Complex.exp (θ j * Complex.I)) := by
    rw [map_mul, map_mul, ← Complex.exp_conj, ← Complex.exp_conj, hh]
    simp only [map_neg, map_mul, Complex.conj_ofReal, Complex.conj_I, mul_neg, neg_neg]
    ring
  change (Complex.exp (-(θ j * Complex.I)) * H j i * Complex.exp (θ i * Complex.I)).re
    = (Complex.exp (-(θ i * Complex.I)) * H i j * Complex.exp (θ j * Complex.I)).re
  rw [key, Complex.conj_re]
```

## (d) Normalization after attaching phases

Show that e^{iθ}f is normalized exactly when f is, by proving

Σ_x |e^{iθ_x} f(x)|² = Σ_x |f(x)|².

**Solution.** Since θ_x is real, |e^{iθ_x}| = 1. Hence |e^{iθ_x} f(x)| = |f(x)| for each x, and the sums agree term by term. The simplifier uses the same two facts, the modulus of the phase and the modulus of a real number regarded as complex.

```lean
/-- A real amplitude with phases attached is normalized exactly when the amplitude itself is. -/
theorem isNormalized_dress (θ f : n → ℝ) : IsNormalized (dress θ f) ↔ IsNormalized f := by
  simp only [IsNormalized, dress, norm_mul, Complex.norm_exp_ofReal_mul_I, one_mul,
    Complex.norm_real]
```

## (e) The energy of a real amplitude

Show that for every real f

E_K(f) = E_H(e^{iθ}f).

**Solution.** The (x,y) term of the expectation value on the right is

e^{−iθ_x} f(x) H(x,y) e^{iθ_y} f(y) = f(x) f(y) z(x,y),

with z as in (c). The factor f(x) f(y) is real, so it comes out of the real part:

Re( f(x) f(y) z(x,y) ) = f(x) K(x,y) f(y).

Summing over x and y gives the identity. Hermiticity is not needed.

In Lean, `hs` conjugates the dressed amplitude, `hz` collects the real factors, and `Complex.re_ofReal_mul` takes them out of the real part.

```lean
/-- The fixed-phase energy of a real amplitude is the energy under `H` of the same amplitude
with the phases attached. -/
theorem energy_fixedPhase (H : Matrix n n ℂ) (θ f : n → ℝ) :
    energy (fixedPhase H θ) f = energy H (dress θ f) := by
  unfold energy expectation
  simp only [map_sum]
  refine Finset.sum_congr rfl fun x _ => Finset.sum_congr rfl fun y _ => ?_
  have hs : star (dress θ f x) = Complex.exp (-(θ x * Complex.I)) * (f x : ℂ) := by
    change (starRingEnd ℂ) (Complex.exp (θ x * Complex.I) * (f x : ℂ)) = _
    rw [map_mul, ← Complex.exp_conj]
    simp only [map_mul, Complex.conj_ofReal, Complex.conj_I, mul_neg]
  -- the real amplitudes factor out of the real part
  have hz : star (dress θ f x) * H x y * dress θ f y = ((f x * f y : ℝ) : ℂ) *
      (Complex.exp (-(θ x * Complex.I)) * H x y * Complex.exp (θ y * Complex.I)) := by
    rw [hs]
    unfold dress
    push_cast
    ring
  rw [hz]
  change f x * (Complex.exp (-(θ x * Complex.I)) * H x y
    * Complex.exp (θ y * Complex.I)).re * f y = (((f x * f y : ℝ) : ℂ) * _).re
  rw [Complex.re_ofReal_mul]
  ring
```

## (f) The variational bound

Show that

E₀(H) ≤ E₀(K).

**Solution.** By (b), K has a normalized real minimizer f. By (d), e^{iθ}f is normalized, so it is an admissible trial state for H. Therefore

E₀(H) ≤ E_H(e^{iθ}f) = E_K(f) = E₀(K),

where the middle equality is (e). The Lean proof takes the minimizer from `.1` for K and applies `.2` for H.

```lean
/-- The fixed-phase ground energy is never below the ground energy of `H`. -/
theorem groundEnergy_le_fixedPhase [Nonempty n] (H : Matrix n n ℂ) (θ : n → ℝ) :
    groundEnergy H ≤ groundEnergy (fixedPhase H θ) := by
  obtain ⟨f, hf, he⟩ := (groundEnergy_isLeast (fixedPhase H θ)).1
  rw [← he, energy_fixedPhase]
  exact (groundEnergy_isLeast H).2 ⟨_, (isNormalized_dress θ f).2 hf, rfl⟩
```

The theorem holds for any complex matrix H, with the energy understood as the real part. For Hermitian H, part (a) makes it the ordinary expectation value.

## (g) When the bound is an equality

Show that

E₀(K) = E₀(H) ⇔ there is a real f such that e^{iθ}f is a ground state of H.

**Solution.** Suppose that the ground energies agree, and let f be a normalized minimizer for K. Then e^{iθ}f is normalized, and

E_H(e^{iθ}f) = E_K(f) = E₀(K) = E₀(H),

so it is a ground state of H.

Conversely, let e^{iθ}f be a ground state of H. Then f is normalized, and

E₀(K) ≤ E_K(f) = E_H(e^{iθ}f) = E₀(H).

With (f), this gives equality. The two bullets of the Lean proof are these two directions, and `le_antisymm` combines the inequalities in the second.

```lean
/-- The two ground energies agree exactly when `H` has a ground state consisting of a real
amplitude, of either sign, with the phases `θ` attached. -/
theorem fixedPhase_exact_iff [Nonempty n] (H : Matrix n n ℂ) (θ : n → ℝ) :
    groundEnergy (fixedPhase H θ) = groundEnergy H ↔
      ∃ f : n → ℝ, IsGroundState H (dress θ f) := by
  constructor
  · intro h
    obtain ⟨f, hf, he⟩ := (groundEnergy_isLeast (fixedPhase H θ)).1
    exact ⟨f, (isNormalized_dress θ f).2 hf, by rw [← energy_fixedPhase, he, h]⟩
  · rintro ⟨f, hf, he⟩
    refine le_antisymm ?_ (groundEnergy_le_fixedPhase H θ)
    exact (groundEnergy_isLeast (fixedPhase H θ)).2
      ⟨f, (isNormalized_dress θ f).1 hf, (energy_fixedPhase H θ f).trans he⟩
```

## (h) Phases taken from a ground state

Let H be Hermitian. Collect the symmetry of K and the bound, and show in addition that E₀(K) = E₀(H) whenever H has a ground state ψ with

ψ(x) = e^{iθ_x} |ψ(x)| for every x.

**Solution.** The first two claims are (c) and (f). For the third, put f(x) = |ψ(x)|. The condition on ψ says that e^{iθ}f = ψ, which is a ground state, so (g) gives equality. Where ψ(x) = 0, the condition leaves θ_x free. If there are several ground states, one with these phases is enough.

```lean
/-- Fixed-phase bound: for Hermitian `H` the fixed-phase Hamiltonian is real symmetric, its
ground energy is at least that of `H`, and the two agree if `θ` are the phases of some ground
state of `H`. -/
theorem fixed_phase_bound [Nonempty n] {H : Matrix n n ℂ} (hH : H.IsHermitian) (θ : n → ℝ) :
    (fixedPhase H θ).IsSymm ∧ groundEnergy H ≤ groundEnergy (fixedPhase H θ) ∧
      ((∃ ψ, IsGroundState H ψ ∧ ∀ x, ψ x = Complex.exp (θ x * Complex.I) * (‖ψ x‖ : ℂ)) →
        groundEnergy (fixedPhase H θ) = groundEnergy H) := by
  refine ⟨fixedPhase_isSymm hH θ, groundEnergy_le_fixedPhase H θ, ?_⟩
  rintro ⟨ψ, hψ, hphase⟩
  -- the modulus of the ground state is the required real amplitude
  have h : dress θ (fun x => ‖ψ x‖) = ψ := funext fun x => (hphase x).symm
  exact (fixedPhase_exact_iff H θ).2 ⟨fun x => ‖ψ x‖, h.symm ▸ hψ⟩
```

## (i) Two sites with the wrong relative phase

Let T be the hopping matrix on sites 0 and 1, with zero diagonal and T(0,1) = T(1,0) = −1. Take θ₀ = 0 and θ₁ = π/2, and let K be the fixed-phase matrix of T. Show that T is Hermitian and that

E₀(T) < E₀(K).

**Solution.** T is real and symmetric, hence Hermitian. The diagonal of K vanishes, and

K(0,1) = Re(−e^{iπ/2}) = Re(−i) = 0.

By (c), K(1,0) = 0 as well. So K = 0 and E₀(K) = 0. The state ψ = (3/5, 4/5) is normalized, because 9/25 + 16/25 = 1, and its energy under T is

E_T(ψ) = −2 · (3/5) · (4/5) = −24/25.

Hence E₀(T) ≤ −24/25 < 0 = E₀(K).

```lean
/-- Hopping between two sites with amplitude `-1`. -/
def hopping : Matrix (Fin 2) (Fin 2) ℂ := !![0, -1; -1, 0]
```

In the check, `hK` shows that K vanishes, `h0` gives its ground energy, and `he` is the energy of the trial state. The rational components avoid square roots.

```lean
/-- For two-site hopping, which is Hermitian, a relative phase of `π/2` makes the fixed-phase
ground energy strictly larger than the ground energy. -/
theorem fixed_phase_strict_example : hopping.IsHermitian ∧
    groundEnergy hopping < groundEnergy (fixedPhase hopping ![0, Real.pi / 2]) := by
  constructor
  · refine Matrix.IsHermitian.ext fun i j => ?_
    fin_cases i <;> fin_cases j <;> simp [hopping]
  -- the wrong phase removes the hopping altogether
  have hK : fixedPhase hopping ![0, Real.pi / 2] = 0 := by
    ext i j
    fin_cases i <;> fin_cases j <;> simp [fixedPhase, hopping, Complex.exp_re]
  have h0 : groundEnergy (fixedPhase hopping ![0, Real.pi / 2]) = 0 := by
    obtain ⟨f, _, he⟩ := (groundEnergy_isLeast (fixedPhase hopping ![0, Real.pi / 2])).1
    rw [← he, hK]
    simp [energy, expectation]
  -- a trial state of negative energy
  have hn : IsNormalized (![3 / 5, 4 / 5] : Fin 2 → ℂ) := by
    simp only [IsNormalized, Fin.sum_univ_two, Matrix.cons_val_zero, Matrix.cons_val_one,
      norm_div, Complex.norm_ofNat]
    norm_num
  have hx : expectation hopping ![3 / 5, 4 / 5] = ((-24 / 25 : ℝ) : ℂ) := by
    have h3 : star (3 / 5 : ℂ) = 3 / 5 := by
      have h : (3 / 5 : ℂ) = ((3 / 5 : ℝ) : ℂ) := by norm_num
      rw [h]
      exact Complex.conj_ofReal _
    have h4 : star (4 / 5 : ℂ) = 4 / 5 := by
      have h : (4 / 5 : ℂ) = ((4 / 5 : ℝ) : ℂ) := by norm_num
      rw [h]
      exact Complex.conj_ofReal _
    simp only [expectation, Fin.sum_univ_two]
    change star (3 / 5 : ℂ) * 0 * (3 / 5) + star (3 / 5 : ℂ) * (-1) * (4 / 5)
      + (star (4 / 5 : ℂ) * (-1) * (3 / 5) + star (4 / 5 : ℂ) * 0 * (4 / 5)) = _
    rw [h3, h4]
    push_cast
    norm_num
  have he : energy hopping ![3 / 5, 4 / 5] = -24 / 25 := by
    unfold energy
    rw [hx]
    exact Complex.ofReal_re _
  have hle := (groundEnergy_isLeast hopping).2 ⟨_, hn, he⟩
  rw [h0]
  linarith

end

end FixedPhaseBound
```

Other relative phases are quickly worked out for the same T. With θ₀ = 0 and θ₁ = δ, the off-diagonal entry of K is −cos δ, and

E_K(f) = −2 cos δ · f(0) f(1).

Since 2|f(0) f(1)| ≤ f(0)² + f(1)² = 1, with equality when |f(0)| = |f(1)|, the minimum is −|cos δ|. For δ = 0 this is −1, the ground energy of T. For δ = π/3 it is −1/2, so the wrong phase costs half of the binding.

For δ = π the minimum is again −1, at f = (1, −1)/√2. Attaching the phases turns f into (1, 1)/√2, the ground state of T. The components of that state have equal phases, so θ = (0, π) does not meet the condition in (h). The signed amplitude allowed in (g) accounts for the equality.

```lean
#print axioms FixedPhaseBound.star_expectation
-- 'FixedPhaseBound.star_expectation' depends on axioms: [propext, Classical.choice, Quot.sound]
#print axioms FixedPhaseBound.fixed_phase_bound
-- 'FixedPhaseBound.fixed_phase_bound' depends on axioms: [propext, Classical.choice, Quot.sound]
#print axioms FixedPhaseBound.fixed_phase_strict_example
-- 'FixedPhaseBound.fixed_phase_strict_example' depends on axioms: [propext, Classical.choice, Quot.sound]
```
